# For a Given Number of Intervals Between Fixed Positive Ends, the Logarithmic Grid Has the Smallest Worst Step Ratio

Q: Which objects stand for the radial grid?

A: A grid with $N\ge 1$ intervals has radii $r_0,\dots,r_N$. In Lean it is a function `r : ℕ → ℝ`, of which only the indices $0,\dots,N$ matter. Interval $j$, with $0\le j<N$, has the step ratio $s_j=r_{j+1}/r_j$.

```lean
import Mathlib

noncomputable section

namespace GeometricGridOptimality

/-- The ratio of the outer to the inner radius of the `j`-th grid interval. -/
def stepRatio (r : ℕ → ℝ) (j : ℕ) : ℝ := r (j + 1) / r j
```

The worst ratio $W=\max_{j<N}s_j$ needs at least one interval, so `worstRatio` takes a proof `hN` of $0<N$.

```lean
/-- The largest step ratio among the `N` intervals of a grid with radii `r 0, …, r N`. -/
def worstRatio (r : ℕ → ℝ) (N : ℕ) (hN : 0 < N) : ℝ :=
  (Finset.range N).sup' ⟨0, Finset.mem_range.mpr hN⟩ (stepRatio r)
```

For ends $a$ and $b$, put $q=(b/a)^{1/N}$, with a real exponent. The logarithmic grid is $g_j=a\,q^j$.

```lean
/-- The `N`-th root of the ratio of the end radii `b` and `a`. -/
def meanRatio (a b : ℝ) (N : ℕ) : ℝ := (b / a) ^ (1 / (N : ℝ))

/-- The logarithmic grid: starting from `a`, each radius is the previous one times the
`N`-th root of `b / a`. -/
def logGrid (a b : ℝ) (N : ℕ) (j : ℕ) : ℝ := a * meanRatio a b N ^ j
```

Q: I care about relative spacing, not ratios.

A: The relative spacing is $(r_{j+1}-r_j)/r_j=s_j-1$, so on an increasing grid the same interval is worst and the same grid is best. The radii must be positive, which excludes a point at the nucleus, $r=0$.

Q: What do you need before the argument starts?

A: Four facts: each $s_j\le W$; if all $s_j=c$, then $W=c$; $q>0$; and $q^N=b/a$.

```lean
variable {r : ℕ → ℝ} {N : ℕ} {a b : ℝ}

lemma stepRatio_le_worst (hN : 0 < N) {j : ℕ} (hj : j < N) :
    stepRatio r j ≤ worstRatio r N hN :=
  Finset.le_sup' (stepRatio r) (Finset.mem_range.mpr hj)

lemma worstRatio_of_const (hN : 0 < N) {c : ℝ} (h : ∀ j < N, stepRatio r j = c) :
    worstRatio r N hN = c :=
  le_antisymm (Finset.sup'_le _ _ fun j hj => (h j (Finset.mem_range.mp hj)).le)
    ((h 0 hN).symm.le.trans (stepRatio_le_worst hN hN))

lemma meanRatio_pos (ha : 0 < a) (hb : 0 < b) : 0 < meanRatio a b N :=
  Real.rpow_pos_of_pos (div_pos hb ha) _

lemma meanRatio_pow (ha : 0 < a) (hb : 0 < b) (hN : 0 < N) :
    meanRatio a b N ^ N = b / a := by
  have hN' : (N : ℝ) ≠ 0 := Nat.cast_ne_zero.mpr hN.ne'
  unfold meanRatio
  rw [← Real.rpow_natCast, ← Real.rpow_mul (div_pos hb ha).le, one_div_mul_cancel hN',
    Real.rpow_one]
```

Q: How does a bound on single steps control the whole grid?

A: Suppose every $s_j\le M$. Then $M>0$, because the ratios are positive, and
$$r_{i+k+1}\le M\,r_{i+k}\le M\,(r_i M^k)=r_i M^{k+1}.$$
Induction on $k$, starting from $r_i\le r_i$, gives $r_{i+k}\le r_i M^k$ whenever $i+k\le N$. The `calc` block is this chain.

```lean
/-- For positive radii: if no step ratio exceeds `M`, then `k` consecutive steps enlarge a radius by
at most the factor `M ^ k`. -/
theorem growth_bound {M : ℝ} (hr : ∀ j ≤ N, 0 < r j) (hM : ∀ j < N, stepRatio r j ≤ M)
    (i k : ℕ) (h : i + k ≤ N) : r (i + k) ≤ r i * M ^ k := by
  induction k with
  | zero => simp
  | succ k ih =>
    have h1 := ih (by omega)
    have hp := hr (i + k) (by omega)
    have h2 : r (i + k + 1) / r (i + k) ≤ M := hM (i + k) (by omega)
    have hM0 : 0 ≤ M := (div_pos (hr (i + k + 1) (by omega)) hp).le.trans h2
    rw [div_le_iff₀ hp] at h2
    calc r (i + (k + 1)) ≤ M * r (i + k) := h2
      _ ≤ M * (r i * M ^ k) := mul_le_mul_of_nonneg_left h1 hM0
      _ = r i * M ^ (k + 1) := by ring
```

Taking $i=0$, $k=N$ and $M=W$ gives $r_N\le r_0W^N$. From here on $q$ is formed from the grid's own ends, $q=(r_N/r_0)^{1/N}$. If $W<q$, then $W^N<q^N=r_N/r_0$, a contradiction. Hence $W\ge q$.

```lean
lemma meanRatio_le_worst (hN : 0 < N) (hr : ∀ j ≤ N, 0 < r j) :
    meanRatio (r 0) (r N) N ≤ worstRatio r N hN := by
  have h0 := hr 0 (Nat.zero_le N)
  have hs : 0 < stepRatio r 0 := div_pos (hr (0 + 1) (by omega)) h0
  have hM0 := hs.le.trans (stepRatio_le_worst (r := r) hN hN)
  -- growth from end to end contradicts a smaller worst ratio
  have hg := growth_bound hr (fun j hj => stepRatio_le_worst hN hj) 0 N (by omega)
  rw [Nat.zero_add] at hg
  by_contra hlt
  have hp := pow_lt_pow_left₀ (lt_of_not_ge hlt) hM0 hN.ne'
  rw [meanRatio_pow h0 (hr N le_rfl) hN, lt_div_iff₀ h0] at hp
  linarith
```

Q: Could a grid with unequal step ratios also reach the bound?

A: No. If $W=q$, growth from the inner end gives $r_j\le r_0q^j$. Growth from $r_j$ to the outer end gives
$$r_0\,q^j q^{N-j}=r_N\le r_j\,q^{N-j},$$
and cancelling $q^{N-j}>0$ leaves $r_j\ge r_0q^j$. Each radius is pinned from both sides; `le_antisymm` joins the two bounds.

```lean
/-- A grid of positive radii whose worst ratio equals the `N`-th root of the ratio of its end radii
is the logarithmic grid. -/
theorem eq_logGrid_of_worst_eq (hN : 0 < N) (hr : ∀ j ≤ N, 0 < r j)
    (h : worstRatio r N hN = meanRatio (r 0) (r N) N) :
    ∀ j ≤ N, r j = logGrid (r 0) (r N) N j := by
  intro j hj
  have h0 := hr 0 (Nat.zero_le N)
  have hq : 0 < meanRatio (r 0) (r N) N := meanRatio_pos h0 (hr N le_rfl)
  have hpow := meanRatio_pow h0 (hr N le_rfl) hN
  rw [eq_div_iff h0.ne'] at hpow
  have hM : ∀ i < N, stepRatio r i ≤ meanRatio (r 0) (r N) N :=
    fun i hi => (stepRatio_le_worst hN hi).trans h.le
  -- growth up to `r j` bounds it above, growth from `r j` to the end bounds it below
  have h1 := growth_bound hr hM 0 j (by omega)
  have h2 := growth_bound hr hM j (N - j) (by omega)
  rw [Nat.zero_add] at h1
  rw [Nat.add_sub_cancel' hj] at h2
  unfold logGrid
  generalize meanRatio (r 0) (r N) N = q at *
  have hsplit : q ^ N = q ^ j * q ^ (N - j) := by
    rw [← pow_add, Nat.add_sub_cancel' hj]
  rw [hsplit] at hpow
  refine le_antisymm h1 (le_of_mul_le_mul_right ?_ (pow_pos hq (N - j)))
  linarith
```

Conversely, the logarithmic grid has $s_j=aq^{j+1}/(aq^j)=q$ everywhere.

```lean
/-- For positive `a` and `b`, every interval of the logarithmic grid has the same step ratio, the
`N`-th root of `b / a`. -/
theorem stepRatio_logGrid (ha : 0 < a) (hb : 0 < b) (j : ℕ) :
    stepRatio (logGrid a b N) j = meanRatio a b N := by
  have hq : 0 < meanRatio a b N := meanRatio_pos ha hb
  unfold stepRatio logGrid
  rw [div_eq_iff (mul_pos ha (pow_pos hq j)).ne']
  ring
```

Q: Does the main theorem assume that the radii increase?

A: No, only that $r_0,\dots,r_N$ are positive. It states $W\ge(r_N/r_0)^{1/N}$, with equality exactly when all step ratios agree. One direction of the equivalence follows from the last two results. For the other, equal ratios $c$ give $r_j=r_0c^j$ by induction, so $c^N=r_N/r_0=q^N$. Both numbers are positive, so $c=q$, and then $W=c=q$.

```lean
/-- For positive radii, the largest step ratio is at least `(r N / r 0) ^ (1 / N)`, with
equality if and only if all step ratios are equal. -/
theorem worstRatio_lower_bound (hN : 0 < N) (hr : ∀ j ≤ N, 0 < r j) :
    (r N / r 0) ^ (1 / (N : ℝ)) ≤ worstRatio r N hN ∧
    (worstRatio r N hN = (r N / r 0) ^ (1 / (N : ℝ)) ↔
      ∀ i < N, ∀ j < N, stepRatio r i = stepRatio r j) := by
  have h0 := hr 0 (Nat.zero_le N)
  have hNp := hr N le_rfl
  refine ⟨meanRatio_le_worst hN hr, ?_, ?_⟩
  · intro h
    have hg := eq_logGrid_of_worst_eq hN hr h
    have hs : ∀ j < N, stepRatio r j = meanRatio (r 0) (r N) N := by
      intro j hj
      rw [← stepRatio_logGrid h0 hNp j]
      exact congrArg₂ (fun x y : ℝ => x / y) (hg (j + 1) hj) (hg j hj.le)
    intro i hi j hj
    rw [hs i hi, hs j hj]
  · intro h
    -- equal ratios make the radii a geometric sequence
    have hgeo : ∀ j ≤ N, r j = r 0 * stepRatio r 0 ^ j := by
      intro j
      induction j with
      | zero => intro _; simp
      | succ j ih =>
        intro hj
        have h1 : r (j + 1) / r j = stepRatio r 0 := h j (by omega) 0 hN
        rw [div_eq_iff (hr j (by omega)).ne'] at h1
        rw [h1, pow_succ]
        linear_combination stepRatio r 0 * ih (by omega)
    have hs : 0 < stepRatio r 0 := div_pos (hr (0 + 1) (by omega)) h0
    have hp : stepRatio r 0 ^ N = meanRatio (r 0) (r N) N ^ N := by
      rw [meanRatio_pow h0 hNp hN, eq_div_iff h0.ne']
      linarith [hgeo N le_rfl]
    rw [worstRatio_of_const hN (fun j hj => h j hj 0 hN)]
    exact (pow_left_inj₀ hs.le (meanRatio_pos h0 hNp).le hN.ne').mp hp
```

Q: Is the optimal grid itself admissible if I insist on increasing radii?

A: Yes. For $0<a<b$ we have $q>1$, so $g_{j+1}=q\,g_j>g_j$, while $g_0=a$ and $g_N=a\,(b/a)=b$.

```lean
/-- For `0 < a < b` the logarithmic grid starts at `a`, reaches `b` after `N` steps and is
strictly increasing. -/
theorem logGrid_spec (ha : 0 < a) (hab : a < b) (hN : 0 < N) :
    logGrid a b N 0 = a ∧ logGrid a b N N = b ∧ StrictMono (logGrid a b N) := by
  have hq : 1 < meanRatio a b N :=
    Real.one_lt_rpow ((one_lt_div ha).mpr hab)
      (one_div_pos.mpr (Nat.cast_pos.mpr hN))
  refine ⟨by simp [logGrid], ?_, strictMono_nat_of_lt_succ fun j => ?_⟩
  · unfold logGrid
    rw [meanRatio_pow ha (ha.trans hab) hN, mul_div_cancel₀ _ ha.ne']
  · have hp : 0 < a * meanRatio a b N ^ j :=
      mul_pos ha (pow_pos (zero_lt_one.trans hq) j)
    unfold logGrid
    rw [pow_succ]
    nlinarith [mul_pos hp (sub_pos.mpr hq)]
```

The comparison between grids then follows: the logarithmic grid's worst ratio is $q$, no positive grid with the same ends and the same $N$ does better, and any grid that ties has the same radii at indices $0,\dots,N$.

```lean
/-- Among positive grids with the same ends and the same number of intervals, the logarithmic
grid has the smallest worst ratio, and it is the only grid that attains it. -/
theorem logGrid_optimal (hN : 0 < N) (hr : ∀ j ≤ N, 0 < r j) :
    worstRatio (logGrid (r 0) (r N) N) N hN ≤ worstRatio r N hN ∧
    (worstRatio r N hN = worstRatio (logGrid (r 0) (r N) N) N hN ↔
      ∀ j ≤ N, r j = logGrid (r 0) (r N) N j) := by
  have h0 := hr 0 (Nat.zero_le N)
  have hNp := hr N le_rfl
  rw [worstRatio_of_const hN (fun j _ => stepRatio_logGrid h0 hNp j)]
  refine ⟨meanRatio_le_worst hN hr, eq_logGrid_of_worst_eq hN hr, fun h => ?_⟩
  refine worstRatio_of_const hN fun j hj => ?_
  rw [← stepRatio_logGrid h0 hNp j]
  exact congrArg₂ (fun x y : ℝ => x / y) (h (j + 1) hj) (h j hj.le)
```

Q: Show me numbers.

A: Take $a=1$, $b=8$, $N=3$. Then $q=8^{1/3}=2$ and the grid is $1,2,4,8$. The uniform grid $1,\tfrac{10}{3},\tfrac{17}{3},8$ has ratios $\tfrac{10}{3},\tfrac{17}{10},\tfrac{24}{17}$, so its worst ratio is $\tfrac{10}{3}>2$.

Q: And in a code, where I know the tolerated ratio $c$ but not $N$?

A: For $0<a<b$ and $c>0$, an increasing grid from $a$ to $b$ with $N$ intervals and all ratios at most $c$ exists exactly when $\log(b/a)\le N\log c$. If one exists, $q\le W\le c$, and taking logarithms and multiplying by $N$ gives the inequality, since $N\log q=\log(b/a)$. If the inequality holds, then $q\le c$ and the logarithmic grid serves.

```lean
/-- For `0 < a < b`, `0 < N` and `0 < c`, an increasing grid from `a` to `b` with `N` intervals and
no step ratio above `c` exists if and only if `log (b / a) ≤ N log c`. -/
theorem exists_grid_iff (ha : 0 < a) (hab : a < b) (hN : 0 < N) {c : ℝ} (hc : 0 < c) :
    (∃ r : ℕ → ℝ, r 0 = a ∧ r N = b ∧ (∀ j < N, r j < r (j + 1)) ∧
      worstRatio r N hN ≤ c) ↔ Real.log (b / a) ≤ N * Real.log c := by
  have hb := ha.trans hab
  have hq : 0 < meanRatio a b N := meanRatio_pos ha hb
  have hlog : Real.log (b / a) = N * Real.log (meanRatio a b N) := by
    rw [← meanRatio_pow ha hb hN, Real.log_pow]
  rw [hlog]
  constructor
  · rintro ⟨r, h0, hNb, hs, hw⟩
    have hp : ∀ j ≤ N, 0 < r j := by
      intro j
      induction j with
      | zero => intro _; rw [h0]; exact ha
      | succ j ih => intro hj; exact (ih (by omega)).trans (hs j (by omega))
    have h := meanRatio_le_worst hN hp
    rw [h0, hNb] at h
    exact mul_le_mul_of_nonneg_left (Real.log_le_log hq (h.trans hw)) (Nat.cast_nonneg N)
  · intro h
    -- the logarithmic grid does the job
    obtain ⟨h0, hNb, hmono⟩ := logGrid_spec ha hab hN
    refine ⟨logGrid a b N, h0, hNb, fun j _ => hmono (Nat.lt_succ_self j), ?_⟩
    rw [worstRatio_of_const hN (fun j _ => stepRatio_logGrid ha hb j)]
    have hN' : (0 : ℝ) < N := Nat.cast_pos.mpr hN
    exact (Real.log_le_log_iff hq hc).mp (le_of_mul_le_mul_left h hN')

end GeometricGridOptimality
```

```lean
#print axioms GeometricGridOptimality.stepRatio_logGrid
-- 'GeometricGridOptimality.stepRatio_logGrid' depends on axioms: [propext, Classical.choice, Quot.sound]
#print axioms GeometricGridOptimality.worstRatio_lower_bound
-- 'GeometricGridOptimality.worstRatio_lower_bound' depends on axioms: [propext, Classical.choice, Quot.sound]
#print axioms GeometricGridOptimality.logGrid_optimal
-- 'GeometricGridOptimality.logGrid_optimal' depends on axioms: [propext, Classical.choice, Quot.sound]
#print axioms GeometricGridOptimality.exists_grid_iff
-- 'GeometricGridOptimality.exists_grid_iff' depends on axioms: [propext, Classical.choice, Quot.sound]
```

For $c>1$, a setup routine can therefore take $N=\lceil\log(b/a)/\log c\rceil$ and fill in $r_j=a\,q^j$. With $b/a=8$ and $c=1.5$ the quotient is about $5.13$, so six intervals are needed.

Q: Does this make it the best grid for my atomic calculation?

A: Not by itself. For a radial mesh in an electronic structure code, the result gives the smallest possible worst step ratio once the positive end radii and the number of intervals are fixed; it does not bound the error of a quadrature, an orbital or an energy, which also depends on the integrand and the method.
